# The Pauli bound for the correlation matrix of a non-interacting junction

Take one level at energy ε, coupled to two leads with widths Γ_L, Γ_R ≥ 0 (not both zero) and occupations f_L, f_R between 0 and 1; its retarded Green function at energy E is G = 1/(E − ε + i(Γ_L + Γ_R)/2). The level then has spectral weight A = |G|²(Γ_L + Γ_R), of which the part n = |G|²(f_L Γ_L + f_R Γ_R) is filled, so that 0 ≤ n ≤ A, because each lead fills a share of the weight it contributes, equal to its occupation and so between none and all of it.

```lean
import Mathlib

open scoped Matrix ComplexOrder

namespace KeldyshPauliBound

noncomputable section

variable {N P : Type*} [Fintype N] [DecidableEq N] [Fintype P]

/-- The broadening `Γ = i (S - Sᴴ)` of a lead with retarded self-energy `S`. -/
def broadening (S : Matrix N N ℂ) : Matrix N N ℂ := Complex.I • (S - Sᴴ)

/-- The spectral function `A = i (G - Gᴴ)` of a retarded Green function `G`. -/
def spectral (G : Matrix N N ℂ) : Matrix N N ℂ := Complex.I • (G - Gᴴ)

/-- The matrix `E - H - ∑ S_p` for real energy `E`, Hamiltonian `H` and lead
self-energies `S_p`. -/
def inverseGreen (E : ℝ) (H : Matrix N N ℂ) (S : P → Matrix N N ℂ) : Matrix N N ℂ :=
  (E : ℂ) • (1 : Matrix N N ℂ) - H - ∑ p, S p

/-- The electron correlation matrix `n = G (∑ f_p Γ_p) Gᴴ` for lead occupations `f_p`. -/
def occupied (G : Matrix N N ℂ) (S : P → Matrix N N ℂ) (f : P → ℝ) : Matrix N N ℂ :=
  G * (∑ p, (f p : ℂ) • broadening (S p)) * Gᴴ

/-- For Hermitian `H` and `G` the inverse of `E - H - ∑ S_p`, the spectral function is
`A = G (∑ Γ_p) Gᴴ`. -/
theorem spectral_eq {E : ℝ} {H G : Matrix N N ℂ} {S : P → Matrix N N ℂ}
    (hH : H.IsHermitian) (hG : inverseGreen E H S * G = 1) :
    spectral G = G * (∑ p, broadening (S p)) * Gᴴ := by
  have hGM : G * inverseGreen E H S = 1 := mul_eq_one_comm.1 hG
  have hadj : (inverseGreen E H S)ᴴ * Gᴴ = 1 := by
    rw [← Matrix.conjTranspose_mul, hGM, Matrix.conjTranspose_one]
  -- the Hermitian part `E - H` drops out of the difference
  have hB : ∑ p, broadening (S p)
      = Complex.I • ((inverseGreen E H S)ᴴ - inverseGreen E H S) := by
    simp only [broadening, inverseGreen, Matrix.conjTranspose_sub, Matrix.conjTranspose_smul,
      Matrix.conjTranspose_one, Matrix.conjTranspose_sum, hH.eq, Complex.star_def,
      Complex.conj_ofReal, ← Finset.smul_sum, Finset.sum_sub_distrib]
    module
  rw [hB, spectral, Matrix.mul_smul, Matrix.smul_mul, mul_sub, sub_mul, mul_assoc, hadj,
    hGM, mul_one, one_mul]

omit [DecidableEq N] in
/-- If every broadening is positive semidefinite and every occupation is nonnegative,
the correlation matrix `n` is positive semidefinite. -/
theorem occupied_posSemidef (G : Matrix N N ℂ) {S : P → Matrix N N ℂ} {f : P → ℝ}
    (hS : ∀ p, (broadening (S p)).PosSemidef) (hf : ∀ p, 0 ≤ f p) :
    (occupied G S f).PosSemidef := by
  have hsum : (∑ p, (f p : ℂ) • broadening (S p)).PosSemidef :=
    Matrix.posSemidef_sum _ fun p _ => (hS p).smul (Complex.zero_le_real.2 (hf p))
  exact hsum.mul_mul_conjTranspose_same G

/-- For Hermitian `H` and `G` the inverse of `E - H - ∑ S_p`, replacing each occupation
`f_p` by `c f_p + d` replaces `n` by `c n + d A`. -/
theorem occupied_affine {E : ℝ} {H G : Matrix N N ℂ} {S : P → Matrix N N ℂ}
    (hH : H.IsHermitian) (hG : inverseGreen E H S * G = 1) (f : P → ℝ) (c d : ℝ) :
    occupied G S (fun p => c * f p + d)
      = (c : ℂ) • occupied G S f + (d : ℂ) • spectral G := by
  rw [spectral_eq hH hG]
  simp only [occupied, Complex.ofReal_add, Complex.ofReal_mul, add_smul, mul_smul,
    Finset.sum_add_distrib, ← Finset.smul_sum, mul_add, add_mul, Matrix.mul_smul,
    Matrix.smul_mul]

/-- For Hermitian `H` and `G` the inverse of `E - H - ∑ S_p`, leads that share one
occupation `f` give `n = f A`. -/
theorem occupied_equilibrium {E : ℝ} {H G : Matrix N N ℂ} {S : P → Matrix N N ℂ}
    (hH : H.IsHermitian) (hG : inverseGreen E H S * G = 1) (f : ℝ) :
    occupied G S (fun _ => f) = (f : ℂ) • spectral G := by
  simpa using occupied_affine hH hG (fun _ => 0) 0 f

/-- Let `H` be Hermitian, `G` the inverse of `E - H - ∑ S_p` and all broadenings positive
semidefinite. If all occupations lie between `a` and `b`, then `n - a A` and `b A - n`
are positive semidefinite. -/
theorem occupation_window {E : ℝ} {H G : Matrix N N ℂ} {S : P → Matrix N N ℂ}
    (hH : H.IsHermitian) (hG : inverseGreen E H S * G = 1)
    (hS : ∀ p, (broadening (S p)).PosSemidef) {f : P → ℝ} {a b : ℝ}
    (ha : ∀ p, a ≤ f p) (hb : ∀ p, f p ≤ b) :
    (occupied G S f - (a : ℂ) • spectral G).PosSemidef ∧
      ((b : ℂ) • spectral G - occupied G S f).PosSemidef := by
  constructor
  · -- weights `f_p - a`
    have h := occupied_posSemidef G (f := fun p => 1 * f p + -a) hS
      fun p => by linarith [ha p]
    rw [occupied_affine hH hG] at h
    convert h using 1
    push_cast
    module
  · -- weights `b - f_p`
    have h := occupied_posSemidef G (f := fun p => -1 * f p + b) hS
      fun p => by linarith [hb p]
    rw [occupied_affine hH hG] at h
    convert h using 1
    push_cast
    module

/-- Pauli bound: for Hermitian `H`, `G` the inverse of `E - H - ∑ S_p`, positive
semidefinite broadenings and occupations in `[0,1]`, both `n` and `A - n` are positive
semidefinite. -/
theorem pauli_bound {E : ℝ} {H G : Matrix N N ℂ} {S : P → Matrix N N ℂ}
    (hH : H.IsHermitian) (hG : inverseGreen E H S * G = 1)
    (hS : ∀ p, (broadening (S p)).PosSemidef) {f : P → ℝ}
    (hf : ∀ p, 0 ≤ f p ∧ f p ≤ 1) :
    (occupied G S f).PosSemidef ∧ (spectral G - occupied G S f).PosSemidef := by
  simpa using occupation_window hH hG hS (fun p => (hf p).1) (fun p => (hf p).2)

/-- Under the hypotheses of the Pauli bound, the occupation `n_ii` of each site lies
between zero and the local spectral weight `A_ii`. -/
theorem site_occupation_bound {E : ℝ} {H G : Matrix N N ℂ} {S : P → Matrix N N ℂ}
    (hH : H.IsHermitian) (hG : inverseGreen E H S * G = 1)
    (hS : ∀ p, (broadening (S p)).PosSemidef) {f : P → ℝ}
    (hf : ∀ p, 0 ≤ f p ∧ f p ≤ 1) (i : N) :
    0 ≤ occupied G S f i i ∧ occupied G S f i i ≤ spectral G i i := by
  obtain ⟨h1, h2⟩ := pauli_bound hH hG hS hf
  have h3 : 0 ≤ (spectral G - occupied G S f) i i := h2.diag_nonneg
  rw [Matrix.sub_apply] at h3
  exact ⟨h1.diag_nonneg, sub_nonneg.1 h3⟩

/-- Let `H` be Hermitian, `G` the inverse of `E - H - ∑ S_p`, all broadenings positive
semidefinite and `A_ii` nonzero at some site. For leads with one common real `f`, the
matrices `n` and `A - n` are both positive semidefinite exactly when `0 ≤ f ≤ 1`. -/
theorem pauli_bound_iff {E : ℝ} {H G : Matrix N N ℂ} {S : P → Matrix N N ℂ}
    (hH : H.IsHermitian) (hG : inverseGreen E H S * G = 1)
    (hS : ∀ p, (broadening (S p)).PosSemidef) {i : N} (hi : spectral G i i ≠ 0) (f : ℝ) :
    ((occupied G S fun _ => f).PosSemidef ∧
      (spectral G - occupied G S fun _ => f).PosSemidef) ↔ 0 ≤ f ∧ f ≤ 1 := by
  refine ⟨fun ⟨h1, h2⟩ => ?_, fun hf => pauli_bound hH hG hS fun _ => hf⟩
  have hA : (spectral G).PosSemidef := by
    have h := occupied_posSemidef G (f := fun _ => 1) hS fun _ => zero_le_one
    rw [occupied_equilibrium hH hG] at h
    simpa using h
  have hA0 : 0 ≤ spectral G i i := hA.diag_nonneg
  have hpos : 0 < (spectral G i i).re := (Complex.lt_def.1 (lt_of_le_of_ne hA0 hi.symm)).1
  rw [occupied_equilibrium hH hG] at h1 h2
  -- compare the diagonal entries at site `i`
  have d1 : 0 ≤ ((f : ℂ) • spectral G) i i := h1.diag_nonneg
  have d2 : 0 ≤ (spectral G - (f : ℂ) • spectral G) i i := h2.diag_nonneg
  have e1 : 0 ≤ f * (spectral G i i).re := by
    simpa using (Complex.le_def.1 d1).1
  have e2 : f * (spectral G i i).re ≤ (spectral G i i).re := by
    simpa using (Complex.le_def.1 d2).1
  constructor <;> nlinarith

/-- Hamiltonian of two sites at zero energy with unit hopping. -/
def siteH : Matrix (Fin 2) (Fin 2) ℂ := !![0, 1; 1, 0]

/-- Two leads, each attached to one site with self-energy `-i`. -/
def siteS : Fin 2 → Matrix (Fin 2) (Fin 2) ℂ :=
  ![!![-Complex.I, 0; 0, 0], !![0, 0; 0, -Complex.I]]

/-- The matrix with diagonal entries `-i/2` and off-diagonal entries `-1/2`. -/
def siteG : Matrix (Fin 2) (Fin 2) ℂ :=
  !![-Complex.I / 2, -1 / 2; -1 / 2, -Complex.I / 2]

/-- The two-site junction meets the hypotheses of the Pauli bound at `E = 0`. With the
first lead full and the second empty, `n` has diagonal entries `1/2` and off-diagonal
entries `±i/2`, while `A = 1`. -/
theorem pauli_bound_witness :
    siteH.IsHermitian ∧ (∀ p, (broadening (siteS p)).PosSemidef) ∧
      inverseGreen 0 siteH siteS * siteG = 1 ∧
      occupied siteG siteS ![1, 0]
        = !![1 / 2, Complex.I / 2; -Complex.I / 2, 1 / 2] ∧
      spectral siteG = 1 := by
  have b0 : broadening (siteS 0) = Matrix.diagonal ![2, 0] := by
    ext i j
    fin_cases i <;> fin_cases j <;> simp [broadening, siteS, Complex.ext_iff]
    norm_num
  have b1 : broadening (siteS 1) = Matrix.diagonal ![0, 2] := by
    ext i j
    fin_cases i <;> fin_cases j <;> simp [broadening, siteS, Complex.ext_iff]
    norm_num
  refine ⟨?_, Fin.forall_fin_two.2 ⟨?_, ?_⟩, ?_, ?_, ?_⟩
  · ext i j
    fin_cases i <;> fin_cases j <;> simp [siteH]
  · rw [b0, Matrix.posSemidef_diagonal_iff]
    exact Fin.forall_fin_two.2 ⟨by simp, by simp⟩
  · rw [b1, Matrix.posSemidef_diagonal_iff]
    exact Fin.forall_fin_two.2 ⟨by simp, by simp⟩
  · ext i j
    fin_cases i <;> fin_cases j <;>
      simp [inverseGreen, siteH, siteS, siteG, Matrix.mul_apply, Fin.sum_univ_succ,
        Complex.ext_iff] <;> norm_num
  · have hadj : siteGᴴ = !![Complex.I / 2, -1 / 2; -1 / 2, Complex.I / 2] := by
      ext i j
      fin_cases i <;> fin_cases j <;> simp [siteG]
    -- only the full lead contributes
    have hsum : ∑ p, ((![1, 0] : Fin 2 → ℝ) p : ℂ) • broadening (siteS p)
        = !![2, 0; 0, 0] := by
      rw [Fin.sum_univ_two, b0, b1]
      ext i j
      fin_cases i <;> fin_cases j <;> simp
    rw [occupied, hsum, hadj, siteG, Matrix.mul_fin_two, Matrix.mul_fin_two]
    ext i j
    fin_cases i <;> fin_cases j <;> simp [Complex.ext_iff] <;> norm_num
  · ext i j
    fin_cases i <;> fin_cases j <;>
      simp [spectral, siteG, Complex.ext_iff] <;> norm_num

end

end KeldyshPauliBound
```

```lean
#print axioms KeldyshPauliBound.pauli_bound
#print axioms KeldyshPauliBound.site_occupation_bound
#print axioms KeldyshPauliBound.pauli_bound_iff
```

```
'KeldyshPauliBound.pauli_bound' depends on axioms: [propext, Classical.choice, Quot.sound]
'KeldyshPauliBound.site_occupation_bound' depends on axioms: [propext, Classical.choice, Quot.sound]
'KeldyshPauliBound.pauli_bound_iff' depends on axioms: [propext, Classical.choice, Quot.sound]
```

## From one level to many orbitals

A molecule or quantum dot between electrodes has many orbitals, and the electrodes may be filled differently. At each energy, one wants to know that no orbital, nor any superposition of orbitals, holds more electrons than there are states for them. The numbers n and A become matrices, and the inequality becomes a statement about eigenvalues: n and A − n are positive semidefinite. Equivalently, for every normalised orbital v,

0 ≤ vᴴ n v ≤ vᴴ A v.

Here ᴴ denotes the conjugate transpose. Lean's `PosSemidef` tests all vectors, normalised or not, which gives the same condition.

The types `N` and `P` label the orbitals and the leads. Both are finite, and `H` is the Hamiltonian in an orthonormal basis. For lead p, the matrix `S p` is the retarded self-energy, usually written Σ_p; the letter S leaves ∑ free for sums, which below run over the leads. The remaining objects are

Γ_p = i(S_p − S_pᴴ), named `broadening`,

M = E − H − ∑ S_p, named `inverseGreen`,

A = i(G − Gᴴ), named `spectral`,

n = G (∑ f_p Γ_p) Gᴴ, named `occupied`.

The letter n often means a particle number. Here it is a matrix at one energy, equal to −i times the lesser Green function in the usual convention; if the device has no bound states left unbroadened by the leads, the density matrix follows from its integral over dE/2π.

Three hypotheses carry the physics. `hH` says that H is Hermitian, so electrons are gained or lost only through the leads. `hG` says that M G = 1, which excludes energies at which M is singular. `hS` says that each Γ_p is positive semidefinite: a lead supplies a nonnegative density of states and damps the amplitudes in the device without amplifying them. The self-energies may also shift levels, since their Hermitian parts are unrestricted.

The step from this model to a real junction is the Keldysh equation for its steady state. It identifies n, as defined above, with the actual electron correlations when each lead injects electrons with weight f_p Γ_p. The theorems take that formula as a definition and treat one energy at a time, without an interaction self-energy.

## What the theorems say

`pauli_bound` states the matrix inequality for occupations in [0,1]. `occupation_window` is more general: if a ≤ f_p ≤ b for all leads, then n − aA and bA − n are positive semidefinite. A voltage bias therefore cannot push the filling of any orbital, relative to its spectral weight, outside the range spanned by the leads.

`occupied_equilibrium` says that n = fA when all leads share the occupation f. This is the fluctuation–dissipation relation at a single energy; it needs neither `hS` nor a restriction on f.

`site_occupation_bound` reads off the diagonal entries, 0 ≤ n_ii ≤ A_ii. In Lean's order on complex numbers, this also says that both entries are real.

`pauli_bound_iff` goes the other way. For a common real f and a site with A_ii ≠ 0, the two positivity conditions hold exactly when 0 ≤ f ≤ 1. If A were the zero matrix, they would hold for every f. The equivalence concerns a common f only: in the one-level example with Γ_L = Γ_R, the unphysical pair f_L = 1.2 and f_R = 0.5 still gives n = 0.85 A.

In steady-state non-equilibrium Green function calculations for a finite, non-interacting or mean-field device, a negative eigenvalue of n or A − n larger than rounding can explain points to an error in the Hamiltonian, G, a self-energy or an occupation, or in the way n and A were formed from them.

## The spectral identity and its consequences

Since M is a finite square matrix, M G = 1 also gives G M = 1. Taking the adjoint of the second relation gives Mᴴ Gᴴ = 1. The part E − H is Hermitian and drops out of Mᴴ − M, which leaves

i(Mᴴ − M) = i ∑ (S_p − S_pᴴ) = ∑ Γ_p.

Multiplying by G on the left and Gᴴ on the right gives

G (∑ Γ_p) Gᴴ = i(G Mᴴ Gᴴ − G M Gᴴ) = i(G − Gᴴ) = A.

This is `spectral_eq`. In its proof, `hGM` and `hadj` are the two inverse relations, `hB` is the formula for ∑ Γ_p, and the last rewrite carries out the multiplication.

For positivity, take any vector v and set w = Gᴴ v. Then

vᴴ n v = ∑ f_p wᴴ Γ_p w,

and every term is nonnegative if f_p ≥ 0. `occupied_posSemidef` argues in the same way with matrices: nonnegative multiples and sums of positive semidefinite matrices are positive semidefinite, and so is G X Gᴴ for any such X.

Next, n is linear in the occupations. Replacing f_p by c f_p + d, with real c and d, therefore gives

G (∑ (c f_p + d) Γ_p) Gᴴ = c n + d G (∑ Γ_p) Gᴴ = c n + d A.

This is `occupied_affine`, proved by inserting the spectral identity and distributing the products. Setting c = 0 and d = f gives n = fA for equal occupations.

The bounds follow by choosing weights that are nonnegative. The weights f_p − a and b − f_p give

n − aA = G (∑ (f_p − a) Γ_p) Gᴴ,

bA − n = G (∑ (b − f_p) Γ_p) Gᴴ.

Both are positive semidefinite by the previous argument. In `occupation_window`, `linarith` checks the signs of the weights, the affine rule rewrites the result, and `module` matches the two forms. The Pauli bound is the case a = 0, b = 1, and the site bound follows because a positive semidefinite matrix has nonnegative diagonal entries.

For the converse, setting all weights to 1 shows that A is positive semidefinite, so a nonzero A_ii is positive. With n = fA, the diagonal entries at site i give

f A_ii ≥ 0 and (1 − f) A_ii ≥ 0.

Dividing by A_ii gives 0 ≤ f ≤ 1. The proof extracts these inequalities as `e1` and `e2`, and `nlinarith` finishes.

## Two sites between a full and an empty lead

`pauli_bound_witness` checks a concrete junction: two sites at zero energy with hopping 1, each attached to its own lead with self-energy −i. Writing matrices row by row, at E = 0 one has

M = [[i, −1], [−1, i]], det M = −2,

G = [[−i/2, −1/2], [−1/2, −i/2]].

The broadenings are Γ_0 = diag(2, 0) and Γ_1 = diag(0, 2), with leads numbered from 0 as in Lean. The off-diagonal entries of G are real and equal, so they cancel in G − Gᴴ, and A = 1. If lead 0 is full and lead 1 empty, only the first column g of G enters:

n = 2 g gᴴ = [[1/2, i/2], [−i/2, 1/2]].

This matrix has trace 1 and determinant 0, hence eigenvalues 0 and 1. Both limits of the Pauli bound are reached, although each site is only half filled. The Lean proof verifies the hypotheses and the matrices n and A entry by entry.

For occupations 0.8 and 0.3, the affine rule with c = 0.5 and d = 0.3 gives

0.5 n + 0.3 A = [[0.55, 0.25i], [−0.25i, 0.55]].

Its eigenvalues are 0.8 and 0.3, the two ends of the window set by the leads.
